# The three-particle Laughlin polynomial with exponent 3 as five Slater determinants

A: Put three particles at x, y, z, and let D(a,b,c) be their unnormalised Slater determinant in the orbitals t^a, t^b, t^c. Then

D(0,1,2)³ = D(0,3,6) − 3 D(1,2,6) − 3 D(0,4,5) + 6 D(1,3,5) − 15 D(2,3,4).

The left side is the polynomial part of the three-particle Laughlin state with exponent 3. Over a field of characteristic zero, no other coefficients on these five determinants work.

Q: Bare powers, no Gaussian, and positions in an arbitrary commutative ring `R`. Where is the wavefunction?

A: Take `R` to be the complex numbers, with x, y, z the planar positions written as complex numbers. In the symmetric gauge, with the field direction chosen to give powers of t rather than of its complex conjugate, the angular-momentum orbitals of the lowest Landau level are these powers times the same Gaussian. The product of the three Gaussians is therefore common to all terms, and the identity concerns what multiplies it.

```lean
import Mathlib

namespace LaughlinThreeParticles

variable {R : Type*} [CommRing R]
```

In `slater`, rows are particles and columns are orbitals, and the factor 1/√6 is left out.

```lean
/-- The unnormalised Slater determinant of three particles at `x`, `y`, `z` in the
orbitals `t^a`, `t^b`, `t^c`. -/
def slater (a b c : ℕ) (x y z : R) : R :=
  Matrix.det !![x ^ a, x ^ b, x ^ c; y ^ a, y ^ b, y ^ c; z ^ a, z ^ b, z ^ c]
```

`laughlin m` is defined separately, from the pair differences, so its link to determinants has to be proved.

```lean
/-- The polynomial part of the three-particle Laughlin state with exponent `m`: the product
of the pair differences, raised to the power `m`. -/
def laughlin (m : ℕ) (x y z : R) : R :=
  ((y - x) * (z - x) * (z - y)) ^ m
```

Q: Then prove the link. Start with the determinant itself.

A: Expanding along the first row gives six signed products.

```lean
/-- The Slater determinant written out, expanded along the orbitals of the first particle. -/
theorem slater_eq (a b c : ℕ) (x y z : R) :
    slater a b c x y z =
      x ^ a * (y ^ b * z ^ c - y ^ c * z ^ b) - x ^ b * (y ^ a * z ^ c - y ^ c * z ^ a)
        + x ^ c * (y ^ a * z ^ b - y ^ b * z ^ a) := by
  simp [slater, Matrix.det_fin_three]
  ring
```

Exchanging two particles exchanges two rows and flips the sign. The two exchanges stated here generate all permutations.

```lean
/-- A Slater determinant changes sign when the first two or the last two particles are
exchanged. -/
theorem slater_exchange (a b c : ℕ) (x y z : R) :
    slater a b c y x z = -slater a b c x y z ∧
      slater a b c x z y = -slater a b c x y z := by
  simp only [slater_eq]
  constructor <;> ring
```

If the first two orbitals coincide, the six products cancel in pairs.

```lean
/-- Pauli principle: the Slater determinant vanishes when its first two orbitals coincide. -/
theorem slater_pauli (a c : ℕ) (x y z : R) : slater a a c x y z = 0 := by
  rw [slater_eq]
  ring
```

For the three lowest orbitals the expansion factorises:

D(0,1,2) = yz² − y²z − x(z² − y²) + x²(z − y)

= (z − y)(yz − xy − xz + x²)

= (y − x)(z − x)(z − y).

Call this product V. The step `hV` below is this factorisation, and raising it to the power m gives the Laughlin polynomial.

```lean
/-- The `m`-th power of the Slater determinant of the three lowest orbitals `1`, `t`, `t^2`
is the Laughlin polynomial with exponent `m`. -/
theorem slater_pow_eq_laughlin (m : ℕ) (x y z : R) :
    slater 0 1 2 x y z ^ m = laughlin m x y z := by
  -- the Vandermonde determinant is the product of the pair differences
  have hV : slater 0 1 2 x y z = (y - x) * (z - x) * (z - y) := by
    rw [slater_eq]
    ring
  rw [hV, laughlin]
```

For odd m the power keeps the sign change, so the polynomial is fermionic. The proof carries the exchange rule over from the determinant, using `hm.neg_pow`.

```lean
/-- For odd exponent the Laughlin polynomial changes sign when the first two or the last two
particles are exchanged. -/
theorem laughlin_exchange {m : ℕ} (hm : Odd m) (x y z : R) :
    laughlin m y x z = -laughlin m x y z ∧ laughlin m x z y = -laughlin m x y z := by
  -- an odd power keeps the sign of the Slater determinant
  simp only [← slater_pow_eq_laughlin]
  rw [(slater_exchange 0 1 2 x y z).1, (slater_exchange 0 1 2 x y z).2, hm.neg_pow]
  exact ⟨rfl, rfl⟩
```

Q: Where do −3, 6 and −15 come from?

A: Treat V³ as a polynomial with integer coefficients. It is antisymmetric, so monomials with two equal exponents are absent. The others form groups of six, each a multiple of one D(a,b,c) with a < b < c, and the multiple is the coefficient of x^a y^b z^c. The exponents add up to 9, and none exceeds 6, because each variable occurs in only two of the three cubed differences. That leaves exactly the five triples above.

Choose x^i from (y − x)³, x^j from (z − x)³ and y^k from (z − y)³. The resulting term is

(−1)^(i+j+k) · C(3,i) C(3,j) C(3,k) · x^(i+j) y^(3−i+k) z^(6−j−k),

where C(3,i) is a binomial coefficient. Collect the choices (i,j,k) for each triple:

(0,3,6): (0,0,0) gives 1.

(1,2,6): (1,0,0) gives −3.

(0,4,5): (0,0,1) gives −3.

(1,3,5): (1,0,1) and (0,1,0) give 9 − 3 = 6.

(2,3,4): (0,2,0), (1,1,1) and (2,0,2) give 3 − 27 + 9 = −15.

Q: Does Lean do this bookkeeping?

A: No, it is given the coefficients and checks them. `simp only [slater_eq]` writes out every determinant, and `ring` does the rest.

```lean
/-- The cube of the Slater determinant of the three lowest orbitals is a combination of five
Slater determinants with integer coefficients `1, -3, -3, 6, -15`. -/
theorem slater_cube_expansion (x y z : R) :
    slater 0 1 2 x y z ^ 3 =
      slater 0 3 6 x y z - 3 * slater 1 2 6 x y z - 3 * slater 0 4 5 x y z
        + 6 * slater 1 3 5 x y z - 15 * slater 2 3 4 x y z := by
  simp only [slater_eq]
  ring
```

The proof turns on `ring`. It brings both sides to a common normal form, using only the laws of a commutative ring, and compares them. No division occurs, which is why any `R` will do. It also accepts symbolic exponents, as the exchange rule for general a, b, c requires. It does not find the coefficients for you.

Replacing the cube by `laughlin 3` gives the physical version.

```lean
/-- The Slater expansion of the polynomial part of the three-particle Laughlin state with
exponent `3`. -/
theorem laughlin_three_expansion (x y z : R) :
    laughlin 3 x y z =
      slater 0 3 6 x y z - 3 * slater 1 2 6 x y z - 3 * slater 0 4 5 x y z
        + 6 * slater 1 3 5 x y z - 15 * slater 2 3 4 x y z := by
  rw [← slater_pow_eq_laughlin, slater_cube_expansion]
```

Q: Show me numbers.

A: Put the particles at 1, 2, 3. Then V = 1 · 2 · 1 = 2 and V³ = 8. The first-row expansion gives

D(0,3,6) = 4104 − 665 + 19 = 3458,

D(1,2,6) = 2340 − 1266 + 6 = 1080,

D(0,4,5) = 1296 − 211 + 65 = 1150,

D(1,3,5) = 1080 − 390 + 30 = 720,

D(2,3,4) = 216 − 180 + 36 = 72.

The right side is 3458 − 3240 − 3450 + 4320 − 1080 = 8.

Q: Is −15 an amplitude, then?

A: Not yet, because the orbitals are unnormalised. With lengths in units of the magnetic length, the Gaussian is exp(−|t|²/4) and the squared norm of orbital a is 2π · 2^a · a!, so each coefficient must be multiplied by √(a! b! c!), up to a common factor. In the order of the expansion, the normalised amplitudes are

1/√31, −√(3/31), −√(6/31), √(6/31), −√(15/31).

Lean does not check this conversion. The amplitudes show how a correlated quantum Hall state spreads over configurations, for three particles in the lowest Landau level. They can also test an exact-diagonalisation code for spin-polarised electrons in this level, if the only interaction is a repulsion between pairs with relative angular momentum 1, in units of ħ. This state is then the exact ground state at total angular momentum 9. With the Coulomb repulsion the exact ground state is a different one.

Q: Could other coefficients give the same function?

A: Not on these five determinants, over a field of characteristic zero such as the complex numbers. The theorem does not consider expansions that include further determinants. Suppose coefficients c₁, …, c₅ work at all positions, in the order of the expansion. With a particle at the origin, only determinants containing the constant orbital survive. The configurations (0,1,−1) and (0,1,2) give

2c₁ − 2c₃ = 8,

56c₁ + 16c₃ = 8,

so c₁ = 1 and c₃ = −3. With particles at 1 and −1, D(1,3,5) has two proportional rows and vanishes. The configurations (1,−1,2) and (1,−1,3) give

−126c₁ + 120c₂ + 30c₃ − 24c₅ = −216,

−1456c₁ + 1440c₂ + 160c₃ − 144c₅ = −4096.

Subtracting six times the first from the second removes c₅ and yields c₂ = −3, after which c₅ = −15. Finally, (1,2,3) gives

3458c₁ + 1080c₂ + 1150c₃ + 720c₄ + 72c₅ = 8,

so c₄ = 6.

In Lean, `h1` to `h5` are these five equations. Each `linear_combination` names the multiples to add, and `ring` confirms that they produce the claimed value. The divisions by 72, 720 and 24 are where characteristic zero enters.

```lean
/-- Over a field of characteristic zero, the coefficients of the Laughlin polynomial with
exponent `3` in these five Slater determinants are uniquely determined. -/
theorem laughlin_three_coefficients_unique {K : Type*} [Field K] [CharZero K]
    (c₁ c₂ c₃ c₄ c₅ : K)
    (h : ∀ x y z : K, laughlin 3 x y z =
      c₁ * slater 0 3 6 x y z + c₂ * slater 1 2 6 x y z + c₃ * slater 0 4 5 x y z
        + c₄ * slater 1 3 5 x y z + c₅ * slater 2 3 4 x y z) :
    c₁ = 1 ∧ c₂ = -3 ∧ c₃ = -3 ∧ c₄ = 6 ∧ c₅ = -15 := by
  -- evaluate the expansion at five particle configurations
  have h1 := (h 0 1 (-1)).symm
  have h2 := (h 0 1 2).symm
  have h3 := (h 1 (-1) 2).symm
  have h4 := (h 1 (-1) 3).symm
  have h5 := (h 1 2 3).symm
  simp only [slater_eq, laughlin] at h1 h2 h3 h4 h5
  -- a particle at the origin leaves only the determinants containing the orbital `1`
  have e1 : c₁ = 1 := by linear_combination (8 * h1 + h2) / 72
  have e3 : c₃ = -3 := by linear_combination (h2 - 28 * h1) / 72
  -- particles at `1` and `-1` remove the determinant of three odd orbitals
  have e2 : c₂ = -3 := by
    linear_combination (h4 - 6 * h3 + 700 * e1 + 20 * e3) / 720
  have e5 : c₅ = -15 := by
    linear_combination (-h3 - 126 * e1 + 120 * e2 + 30 * e3) / 24
  have e4 : c₄ = 6 := by
    linear_combination (h5 - 3458 * e1 - 1080 * e2 - 1150 * e3 - 72 * e5) / 720
  exact ⟨e1, e2, e3, e4, e5⟩

end LaughlinThreeParticles
```

```lean
#print axioms LaughlinThreeParticles.slater_pauli
#print axioms LaughlinThreeParticles.laughlin_exchange
#print axioms LaughlinThreeParticles.laughlin_three_expansion
#print axioms LaughlinThreeParticles.laughlin_three_coefficients_unique
```

```
'LaughlinThreeParticles.slater_pauli' depends on axioms: [propext, Classical.choice, Quot.sound]
'LaughlinThreeParticles.laughlin_exchange' depends on axioms: [propext, Classical.choice, Quot.sound]
'LaughlinThreeParticles.laughlin_three_expansion' depends on axioms: [propext, Classical.choice, Quot.sound]
'LaughlinThreeParticles.laughlin_three_coefficients_unique' depends on axioms: [propext, Classical.choice, Quot.sound]
```
